# Orbital, projector and dipole terms of the long-wavelength PAW matrix element between orthogonal states

In the projector augmented-wave (PAW) or ultrasoft method, take the matrix element of the plane wave $e^{-iqx}$ between two orthogonal states, with $x$ the coordinate along the wave vector. Divided by $q$, it tends to a sum of three terms as $q\to0$. One comes from the change of the orbital with $q$, one from the change of the projectors, and one from the dipole moments of the augmentation charges. The orbital, projectors and charges are assumed to be differentiable at $q=0$.

In symbols, let $u(q)$ be the cell-periodic pseudo-orbital of one band at wave vector $k-q$, and $v$ that of another band at the fixed wave vector $k$. Let $p_i(q)$ be the projectors, $Q_{ij}(q)$ the augmentation charges with their phase factors, and $D_{ij}$ the dipole moments of these charges along the direction of $q$, measured from the atom. Primes denote derivatives at $q=0$, and quantities without an argument are taken there. With $B(q)$ the overlap operator defined below, and $\langle u,B(0)v\rangle=0$,

$$\frac{\langle u(q),B(q)v\rangle}{q}\;\longrightarrow\;\langle u',B(0)v\rangle+\sum_{ij}\langle u,p_i'\rangle Q_{ij}\langle p_j,v\rangle-i\sum_{ij}\langle u,p_i\rangle D_{ij}\langle p_j,v\rangle .$$

Such matrix elements enter the head of the independent-particle dielectric matrix; here $q$ runs along one fixed direction and only a single pair of states is treated.

The states live in a complex inner product space `E` of any dimension, and the channels $i,j$ run over a finite type `ι`. The inner product is conjugate-linear in its first argument.

In Lean 4 with Mathlib:

```lean
import Mathlib

open scoped InnerProductSpace Topology
open Filter
open Complex (I)

namespace PAWOpticalMatrixElements

noncomputable section

variable {E : Type*} [NormedAddCommGroup E] [InnerProductSpace ℂ E]
variable {ι : Type*} [Fintype ι]
```

## The overlap operator between two wave vectors

The pseudo-orbitals lack the charge near the nuclei that the augmentation restores. The operator that restores it is

$$B(q)v=v+\sum_{ij}p_i(q)\,Q_{ij}(q)\,\langle p_j(0),v\rangle .$$

The left projector moves with $u(q)$, while the right one stays at $q=0$ with $v$. At $q=0$ this is the usual PAW overlap operator.

```lean
/-- The augmented overlap operator between wave vectors separated by `q`, applied to `v`:
`B(q) v = v + ∑ p_i(q) Q_ij(q) ⟨p_j(0), v⟩`. -/
def pairOverlap (p : ι → ℝ → E) (Q : ι → ι → ℝ → ℂ) (q : ℝ) (v : E) : E :=
  v + ∑ i, ∑ j, (Q i j q * ⟪p j 0, v⟫_ℂ) • p i q
```

That $\langle u(q),B(q)v\rangle$ equals the all-electron matrix element is the step left to PAW theory: it needs the partial-wave expansion to be complete inside the augmentation spheres.

The two sums in the limit get names. `projectorTerm` takes the derivatives `p'` as separate data:

```lean
/-- The projector term `∑ ⟨u, p_i'⟩ Q_ij(0) ⟨p_j(0), v⟩`. -/
def projectorTerm (p : ι → ℝ → E) (p' : ι → E) (Q : ι → ι → ℝ → ℂ) (u v : E) : ℂ :=
  ∑ i, ∑ j, ⟪u, p' i⟫_ℂ * Q i j 0 * ⟪p j 0, v⟫_ℂ
```

`dipoleTerm` does not contain the factor $-i$, which is written out in the theorems:

```lean
/-- The dipole term `∑ ⟨u, p_i(0)⟩ D_ij ⟨p_j(0), v⟩`. -/
def dipoleTerm (p : ι → ℝ → E) (D : ι → ι → ℂ) (u v : E) : ℂ :=
  ∑ i, ∑ j, ⟪u, p i 0⟫_ℂ * D i j * ⟪p j 0, v⟫_ℂ
```

## Expansion in projector channels

Linearity in the second argument gives, for any $x$,

$$\langle x,B(q)v\rangle=\langle x,v\rangle+\sum_{ij}\langle x,p_i(q)\rangle\,Q_{ij}(q)\,\langle p_j(0),v\rangle .$$

The proof moves the inner product through the sums and reorders the scalar factors in each channel.

```lean
/-- The matrix element of `B(q)` is the plain overlap plus a sum over projector channels. -/
theorem inner_pairOverlap (p : ι → ℝ → E) (Q : ι → ι → ℝ → ℂ) (q : ℝ) (x v : E) :
    ⟪x, pairOverlap p Q q v⟫_ℂ =
      ⟪x, v⟫_ℂ + ∑ i, ∑ j, ⟪x, p i q⟫_ℂ * Q i j q * ⟪p j 0, v⟫_ℂ := by
  simp only [pairOverlap, inner_add_right, inner_sum, inner_smul_right]
  congr 1
  refine Finset.sum_congr rfl fun i _ => Finset.sum_congr rfl fun j _ => ?_
  ring
```

## Where the factor $-i$ comes from

For charges $\rho_g$ at positions $x_g$ along the direction of $q$, measured from the atom,

$$\frac{d}{dq}\sum_g\rho_g e^{-iqx_g}\Big|_{q=0}=-i\sum_g x_g\rho_g .$$

The chain rule gives the factor $-ix_g$, and the exponential equals one at $q=0$.

```lean
/-- For point charges `ρ_g` at positions `x_g`, the phase-weighted charge `∑ ρ_g exp(-i q x_g)`
has derivative `-i` times the dipole moment at `q = 0`. -/
theorem hasDerivAt_charge {G : Type*} [Fintype G] (ρ : G → ℂ) (x : G → ℝ) :
    HasDerivAt (fun q : ℝ => ∑ g, ρ g * Complex.exp (-(I * ((q : ℂ) * (x g : ℂ)))))
      (-I * ∑ g, (x g : ℂ) * ρ g) 0 := by
  have h1 : ∀ g, HasDerivAt (fun q : ℝ => -(I * ((q : ℂ) * (x g : ℂ))))
      (-(I * (x g : ℂ))) 0 := fun g =>
    (((hasDerivAt_id' (0 : ℝ)).ofReal_comp.mul_const (x g : ℂ)).const_mul I).fun_neg.congr_deriv
      (by simp)
  refine (HasDerivAt.fun_sum fun g _ => ((h1 g).cexp).const_mul (ρ g)).congr_deriv ?_
  rw [Finset.mul_sum]
  refine Finset.sum_congr rfl fun g _ => ?_
  simp only [Complex.ofReal_zero, zero_mul, mul_zero, neg_zero, Complex.exp_zero]
  ring
```

This derives $Q'(0)=-iD$ for a finite set of point charges. For a general augmentation charge the relation is a hypothesis below.

The sign fixes a convention. With Bloch states $e^{ikx}u_k(x)$, the phase $e^{-iqx}$ belongs to an orbital $u(q)$ at wave vector $k-q$. If $u(q)$ sits at $k+q$, the phase is $e^{+iqx}$, and `D` must be read as minus the dipole moment. The origin of the dipole is a convention too: it is the atom when the phase $e^{-i(k-q)x}$ carried by the projectors is also measured from the atom. If that phase is measured from the coordinate origin, so is the dipole.

## The derivative by the product rule

Since $q$ is real, the inner product obeys the ordinary product rule. Each channel contributes

$$\Big[\big(\langle u,p_i'\rangle+\langle u',p_i\rangle\big)Q_{ij}+\langle u,p_i\rangle(-iD_{ij})\Big]\langle p_j,v\rangle ,$$

and the plain overlap contributes $\langle u',v\rangle$. The terms containing $u'$ combine to

$$\langle u',v\rangle+\sum_{ij}\langle u',p_i\rangle Q_{ij}\langle p_j,v\rangle=\langle u',B(0)v\rangle ,$$

and the rest are the projector term and $-i$ times the dipole term. In the proof, `hs` is the product rule summed over channels, and `hsum` sorts the result into the three groups.

The hypotheses `hu`, `hp` and `hQ` state the differentiability. For `hu`, the phase of $u(q)$ has to be chosen smoothly in $q$; the arbitrary phases returned by separate diagonalisations do not provide this.

```lean
section Limit

variable {u : ℝ → E} {u' v : E} {p : ι → ℝ → E} {p' : ι → E}
  {Q : ι → ι → ℝ → ℂ} {D : ι → ι → ℂ}

/-- If the orbital, projectors and charges are differentiable at `q = 0` with `Q'(0) = -i D`, the
derivative of `⟨u(q), B(q) v⟩` there is the orbital term plus the projector term minus `i` times
the dipole term. -/
theorem hasDerivAt_matrixElement (hu : HasDerivAt u u' 0) (hp : ∀ i, HasDerivAt (p i) (p' i) 0)
    (hQ : ∀ i j, HasDerivAt (Q i j) (-I * D i j) 0) :
    HasDerivAt (fun q => ⟪u q, pairOverlap p Q q v⟫_ℂ)
      (⟪u', pairOverlap p Q 0 v⟫_ℂ + projectorTerm p p' Q (u 0) v
        - I * dipoleTerm p D (u 0) v) 0 := by
  -- product rule in each projector channel
  have hs : HasDerivAt (fun q => ∑ i, ∑ j, ⟪u q, p i q⟫_ℂ * Q i j q * ⟪p j 0, v⟫_ℂ)
      (∑ i, ∑ j, ((⟪u 0, p' i⟫_ℂ + ⟪u', p i 0⟫_ℂ) * Q i j 0
        + ⟪u 0, p i 0⟫_ℂ * (-I * D i j)) * ⟪p j 0, v⟫_ℂ) 0 :=
    HasDerivAt.fun_sum fun i _ => HasDerivAt.fun_sum fun j _ =>
      ((hu.inner ℂ (hp i)).fun_mul (hQ i j)).mul_const _
  -- sort the channels into orbital, projector and dipole parts
  have hsum : (∑ i, ∑ j, ((⟪u 0, p' i⟫_ℂ + ⟪u', p i 0⟫_ℂ) * Q i j 0
        + ⟪u 0, p i 0⟫_ℂ * (-I * D i j)) * ⟪p j 0, v⟫_ℂ) =
      (∑ i, ∑ j, ⟪u', p i 0⟫_ℂ * Q i j 0 * ⟪p j 0, v⟫_ℂ)
        + projectorTerm p p' Q (u 0) v - I * dipoleTerm p D (u 0) v := by
    simp only [projectorTerm, dipoleTerm, Finset.mul_sum, ← Finset.sum_add_distrib,
      ← Finset.sum_sub_distrib]
    refine Finset.sum_congr rfl fun i _ => Finset.sum_congr rfl fun j _ => ?_
    ring
  have h := (hu.inner ℂ (hasDerivAt_const (0 : ℝ) v)).fun_add hs
  simp only [inner_pairOverlap]
  refine h.congr_deriv ?_
  rw [inner_zero_right]
  linear_combination hsum
```

No orthogonality has been used so far.

## The limit for orthogonal states

Write $M(q)=\langle u(q),B(q)v\rangle$. If $M(0)=0$, then

$$\frac{M(q)}{q}=\frac{M(q)-M(0)}{q}\longrightarrow M'(0).$$

The hypothesis `h0` is $M(0)=0$. It stands for the orthogonality of two different bands at the same $k$, and it is assumed, not derived from an eigenvalue equation. The filter `𝓝[≠] 0` lets $q$ approach zero from both sides without reaching it.

```lean
/-- Long-wavelength optical matrix element: if `u(0)` and `v` are orthogonal in the metric `B(0)`
and `Q'(0) = -i D`, then `⟨u(q), B(q) v⟩ / q` tends to the orbital term plus the projector term
minus `i` times the dipole term, for data differentiable at `q = 0`. -/
theorem tendsto_opticalMatrixElement (hu : HasDerivAt u u' 0)
    (hp : ∀ i, HasDerivAt (p i) (p' i) 0) (hQ : ∀ i j, HasDerivAt (Q i j) (-I * D i j) 0)
    (h0 : ⟪u 0, pairOverlap p Q 0 v⟫_ℂ = 0) :
    Tendsto (fun q : ℝ => ⟪u q, pairOverlap p Q q v⟫_ℂ / (q : ℂ)) (𝓝[≠] 0)
      (𝓝 (⟪u', pairOverlap p Q 0 v⟫_ℂ + projectorTerm p p' Q (u 0) v
        - I * dipoleTerm p D (u 0) v)) := by
  -- by orthogonality the quotient is the difference quotient
  have h := hasDerivAt_iff_tendsto_slope_zero.1 (hasDerivAt_matrixElement (v := v) hu hp hQ)
  refine h.congr fun q => ?_
  simp only [zero_add, h0, sub_zero, Complex.real_smul, Complex.ofReal_inv]
  ring
```

A small instance in $\mathbb C^2$ with one channel shows all three terms. Take $v=(0,1)$, $u(q)=(2,-1+q)$, $p(q)=(1+q,1)$ and $Q(q)=1-3iq$, so that $D=3$. Then $B(0)v=(1,2)$ and $\langle u(0),B(0)v\rangle=2-2=0$. The orbital term is $2$, the projector term $2$ and the dipole term $3$, so the limit is $4-3i$. Directly,

$$M(q)=(-1+q)+(1-3iq)(1+3q)=(4-3i)q-9iq^2 ,$$

and $M(q)/q=4-3i-9iq$ has the same limit. These vectors are not normalised: $\langle u(0),B(0)u(0)\rangle=6$ and $\langle v,B(0)v\rangle=2$. For normalised states the limit is $(4-3i)/\sqrt{12}\approx1.155-0.866i$. The numbers illustrate the algebra only: for atomic partial waves of definite angular momentum, the dipole moment $D_{ii}$ of a single channel vanishes by parity, and the dipole term comes from pairs of different channels.

## Orthogonality is also necessary

Suppose $M(q)/q$ tends to some finite $L$. Then

$$M(q)=q\cdot\frac{M(q)}{q}\longrightarrow 0\cdot L=0 .$$

But $M$ is differentiable at zero, hence continuous there, so $M(q)\to M(0)$. Limits are unique, and therefore $M(0)=0$. In the proof `hc` is the continuity and `hm` the product limit; the converse is the preceding theorem.

```lean
/-- For data differentiable at `q = 0`, the quotient `⟨u(q), B(q) v⟩ / q` has a finite limit
exactly when `u(0)` and `v` are orthogonal in the metric `B(0)`. -/
theorem finite_limit_iff_orthogonal (hu : HasDerivAt u u' 0)
    (hp : ∀ i, HasDerivAt (p i) (p' i) 0) (hQ : ∀ i j, HasDerivAt (Q i j) (-I * D i j) 0) :
    (∃ L, Tendsto (fun q : ℝ => ⟪u q, pairOverlap p Q q v⟫_ℂ / (q : ℂ)) (𝓝[≠] 0) (𝓝 L)) ↔
      ⟪u 0, pairOverlap p Q 0 v⟫_ℂ = 0 := by
  refine ⟨fun ⟨L, hL⟩ => ?_, fun h0 => ⟨_, tendsto_opticalMatrixElement hu hp hQ h0⟩⟩
  have hc := (hasDerivAt_matrixElement (v := v) hu hp hQ).continuousAt.tendsto.mono_left
    (nhdsWithin_le_nhds (s := {(0 : ℝ)}ᶜ))
  have hq : Tendsto (fun q : ℝ => (q : ℂ)) (𝓝[≠] 0) (𝓝 ((0 : ℝ) : ℂ)) :=
    (Complex.continuous_ofReal.tendsto 0).mono_left nhdsWithin_le_nhds
  -- the numerator is `q` times the quotient, hence tends to zero
  have hm := (hq.mul hL).congr' (f₂ := fun q : ℝ => ⟪u q, pairOverlap p Q q v⟫_ℂ) (by
    filter_upwards [self_mem_nhdsWithin] with q hne
    have hne' : (q : ℂ) ≠ 0 := Complex.ofReal_ne_zero.2 hne
    exact mul_div_cancel₀ _ hne')
  have := tendsto_nhds_unique hc hm
  simpa using this

end Limit

end

end PAWOpticalMatrixElements
```

In a calculation, a residual overlap between the two states at $q=0$ therefore appears as a $1/q$ divergence of the quotient, within the differentiable model used here.

```lean
#print axioms PAWOpticalMatrixElements.hasDerivAt_charge
#print axioms PAWOpticalMatrixElements.tendsto_opticalMatrixElement
#print axioms PAWOpticalMatrixElements.finite_limit_iff_orthogonal
```

```
'PAWOpticalMatrixElements.hasDerivAt_charge' depends on axioms: [propext, Classical.choice, Quot.sound]
'PAWOpticalMatrixElements.tendsto_opticalMatrixElement' depends on axioms: [propext, Classical.choice, Quot.sound]
'PAWOpticalMatrixElements.finite_limit_iff_orthogonal' depends on axioms: [propext, Classical.choice, Quot.sound]
```
